# First-moment and band-edge bounds on a diagonal Green's function above its finitely many poles

Q: I have a finite interacting cluster and one normalised orbital. I know the mean energy of its spectral function and an interval $[p,q]$ containing all its removal and addition poles, but not their individual positions. What does that tell me about the Green's function at a real energy $x>q$? And would a formal statement be about my Green's function at all?

A: Call the pole energies $e_k$ and their weights $a_k$. The weights are squared amplitudes, so $a_k\ge0$, and the anticommutator of the orbital's operators gives $\sum_k a_k=1$. These facts are the hypotheses, collected in `IsLehmann`; the finite type `ι` labels the poles.

```lean
import Mathlib

open Finset

namespace LehmannMomentBounds

noncomputable section

variable {ι : Type*} [Fintype ι] {a e : ι → ℝ} {p q x : ℝ}

/-- Lehmann data: non-negative weights `a k` that sum to one, with real poles `e k`
in the band from `p` to `q`. -/
structure IsLehmann (a e : ι → ℝ) (p q : ℝ) : Prop where
  weight_nonneg : ∀ k, 0 ≤ a k
  sum_rule : ∑ k, a k = 1
  le_pole : ∀ k, p ≤ e k
  pole_le : ∀ k, e k ≤ q
```

Q: So the Hamiltonian has disappeared?

A: Yes. The Lehmann representation is the starting point and is not derived from a Hamiltonian. The Green's function is $G(x)=\sum_k a_k/(x-e_k)$, and the mean energy is $M_1=\sum_k a_ke_k$.

```lean
/-- The Green's function in Lehmann form, for real `x` away from the poles. -/
def greens (a e : ι → ℝ) (x : ℝ) : ℝ := ∑ k, a k / (x - e k)

/-- The first spectral moment. -/
def firstMoment (a e : ι → ℝ) : ℝ := ∑ k, a k * e k
```

Q: And the self-energy? I would expect diagrams.

A: It is defined by solving the scalar Dyson equation, $\Sigma(x)=x-\varepsilon-1/G(x)$, with any real reference level $\varepsilon$. If hopping mixes your orbital with others, this $\Sigma$ also contains the hybridisation, and in general it is not the diagonal element of the matrix self-energy.

```lean
/-- The self-energy relative to a reference level `ε`, from the Dyson equation
`1 / G = x - ε - Σ`, for `x` away from the poles and zeros of `G`. -/
def selfEnergy (a e : ι → ℝ) (ε x : ℝ) : ℝ := x - ε - 1 / greens a e x
```

The comparison function for the upper bound puts all the weight at the band edges and keeps the first moment $m$:

$$G_{\rm edge}(x)=\frac{1}{q-p}\left(\frac{q-m}{x-p}+\frac{m-p}{x-q}\right),\qquad p<q.$$

```lean
/-- The two-pole function with poles at the band edges `p` and `q` and weights
`(q - m) / (q - p)` and `(m - p) / (q - p)`, for `p ≠ q` and `x` different from both. -/
def edgeGreens (p q m x : ℝ) : ℝ := ((q - m) / (x - p) + (m - p) / (x - q)) / (q - p)
```

Q: Is $x-M_1$ safely positive?

A: Averaging $p\le e_k\le q$ with the weights gives $p\le M_1\le q<x$.

```lean
/-- The first moment of Lehmann data lies in the band. -/
theorem firstMoment_mem (h : IsLehmann a e p q) :
    p ≤ firstMoment a e ∧ firstMoment a e ≤ q := by
  have h1 : ∑ k, a k * p ≤ ∑ k, a k * e k :=
    sum_le_sum fun k _ => mul_le_mul_of_nonneg_left (h.le_pole k) (h.weight_nonneg k)
  have h2 : ∑ k, a k * e k ≤ ∑ k, a k * q :=
    sum_le_sum fun k _ => mul_le_mul_of_nonneg_left (h.pole_le k) (h.weight_nonneg k)
  rw [← sum_mul, h.sum_rule, one_mul] at h1 h2
  exact ⟨h1, h2⟩
```

Q: Then why is $G(x)\ge 1/(x-M_1)$?

A: As a function of the pole position, $1/(x-e_k)$ lies above its tangent at $M_1$. Explicitly,

$$\frac1{x-e_k}-\frac1{x-M_1}-\frac{e_k-M_1}{(x-M_1)^2}=\frac{(e_k-M_1)^2}{(x-M_1)^2(x-e_k)}.$$

Multiply by $a_k$ and sum. The linear term vanishes because $\sum_k a_k(e_k-M_1)=0$, leaving $G(x)-1/(x-M_1)$ as a sum of non-negative terms.

```lean
/-- Above the band, the Green's function differs from a single pole at the first moment by
a weighted sum over the squared distances of the poles from that moment. -/
theorem greens_sub_single_pole (h : IsLehmann a e p q) (hx : q < x) :
    greens a e x - 1 / (x - firstMoment a e) =
      ∑ k, a k * ((e k - firstMoment a e) ^ 2 /
        ((x - firstMoment a e) ^ 2 * (x - e k))) := by
  have hM : x - firstMoment a e ≠ 0 := by linarith [(firstMoment_mem h).2] |> fun
    (t : 0 < x - firstMoment a e) => t.ne'
  -- subtract the tangent at the first moment from each pole term
  have key : ∀ k, a k * ((e k - firstMoment a e) ^ 2 /
      ((x - firstMoment a e) ^ 2 * (x - e k))) =
      a k / (x - e k)
        - a k * (1 / (x - firstMoment a e) - firstMoment a e / (x - firstMoment a e) ^ 2)
        - a k * e k * (1 / (x - firstMoment a e) ^ 2) := by
    intro k
    have hk : x - e k ≠ 0 := (sub_pos.mpr (lt_of_le_of_lt (h.pole_le k) hx)).ne'
    field_simp
    ring
  have hG : ∑ k, a k / (x - e k) = greens a e x := rfl
  have hm : ∑ k, a k * e k = firstMoment a e := rfl
  rw [sum_congr rfl (fun k _ => key k), sum_sub_distrib, sum_sub_distrib,
    ← sum_mul, ← sum_mul, h.sum_rule, hG, hm]
  ring
```

Q: Where does Lean do the real work there?

A: In `key`, through `field_simp` followed by `ring`. The context holds proofs that $x-M_1$ and $x-e_k$ are non-zero. `field_simp` uses them to clear the denominators, and `ring` proves the remaining polynomial identity. No inequality between the two sides is needed. `sum_congr` then applies the identity under the sum, and `sum_mul` pulls out the constants so that the sum rule and $M_1$ can be substituted.

Q: And the upper bound?

A: Replace the tangent by the chord between the band edges:

$$\frac{x-p-q+e_k}{(x-p)(x-q)}-\frac1{x-e_k}=\frac{(q-e_k)(e_k-p)}{(x-p)(x-q)(x-e_k)}\ge0.$$

The weighted sum replaces $e_k$ by $M_1$ in the first numerator.

```lean
/-- Above the band, the fraction `(x - p - q + M1) / ((x - p) * (x - q))`, with `M1` the first
moment, exceeds the Green's function by a weighted sum over the products of the distances of each
pole from the two band edges. -/
theorem edge_sub_greens (h : IsLehmann a e p q) (hx : q < x) :
    (x - p - q + firstMoment a e) / ((x - p) * (x - q)) - greens a e x =
      ∑ k, a k * ((q - e k) * (e k - p) / ((x - p) * (x - q) * (x - e k))) := by
  have hM := firstMoment_mem h
  have hp : x - p ≠ 0 := (sub_pos.mpr (by linarith : p < x)).ne'
  have hq : x - q ≠ 0 := (sub_pos.mpr hx).ne'
  -- subtract each pole term from its chord between the band edges
  have key : ∀ k, a k * ((q - e k) * (e k - p) / ((x - p) * (x - q) * (x - e k))) =
      a k * ((x - p - q) / ((x - p) * (x - q))) + a k * e k * (1 / ((x - p) * (x - q)))
        - a k / (x - e k) := by
    intro k
    have hk : x - e k ≠ 0 := (sub_pos.mpr (lt_of_le_of_lt (h.pole_le k) hx)).ne'
    field_simp
    ring
  have hG : ∑ k, a k / (x - e k) = greens a e x := rfl
  have hm : ∑ k, a k * e k = firstMoment a e := rfl
  rw [sum_congr rfl (fun k _ => key k), sum_sub_distrib, sum_add_distrib,
    ← sum_mul, ← sum_mul, h.sum_rule, hG, hm]
  ring
```

That first fraction is the edge function, since $(q-m)(x-q)+(m-p)(x-p)=(q-p)(x-p-q+m)$.

```lean
/-- The two-pole function over a common denominator, for `p < q < x`. -/
theorem edgeGreens_eq (m : ℝ) (hpq : p < q) (hx : q < x) :
    edgeGreens p q m x = (x - p - q + m) / ((x - p) * (x - q)) := by
  have hp : x - p ≠ 0 := (sub_pos.mpr (hpq.trans hx)).ne'
  have hq : x - q ≠ 0 := (sub_pos.mpr hx).ne'
  have hd : q - p ≠ 0 := (sub_pos.mpr hpq).ne'
  unfold edgeGreens
  rw [div_add_div _ _ hp hq, div_div, div_eq_div_iff (by positivity) (by positivity)]
  ring
```

With $m=M_1$, the signs of the two remainders give both bounds.

```lean
/-- Above a band with `p < q`, the Green's function lies between a single pole at the first
moment and the two-pole function at the band edges with the same first moment. -/
theorem greens_bounds (h : IsLehmann a e p q) (hpq : p < q) (hx : q < x) :
    1 / (x - firstMoment a e) ≤ greens a e x ∧
      greens a e x ≤ edgeGreens p q (firstMoment a e) x := by
  have hk : ∀ k, 0 ≤ x - e k := fun k => by linarith [h.pole_le k]
  constructor
  · rw [← sub_nonneg, greens_sub_single_pole h hx]
    exact sum_nonneg fun k _ => mul_nonneg (h.weight_nonneg k)
      (div_nonneg (sq_nonneg _) (mul_nonneg (sq_nonneg _) (hk k)))
  · rw [edgeGreens_eq _ hpq hx, ← sub_nonneg, edge_sub_greens h hx]
    exact sum_nonneg fun k _ => mul_nonneg (h.weight_nonneg k)
      (div_nonneg (mul_nonneg (sub_nonneg.mpr (h.pole_le k)) (sub_nonneg.mpr (h.le_pole k)))
        (mul_nonneg (mul_nonneg (by linarith) (by linarith)) (hk k)))
```

Q: When is the lower bound exact?

A: When every pole of non-zero weight sits at $M_1$, and only then. A sum of non-negative terms vanishes only if each term does, which is `sum_eq_zero_iff_of_nonneg`. The file characterises equality for the lower bound only.

```lean
/-- Above the band, the lower bound is attained exactly when every pole of non-zero weight
sits at the first moment. -/
theorem greens_eq_single_pole_iff (h : IsLehmann a e p q) (hx : q < x) :
    greens a e x = 1 / (x - firstMoment a e) ↔ ∀ k, a k ≠ 0 → e k = firstMoment a e := by
  have hM : 0 < x - firstMoment a e := by linarith [(firstMoment_mem h).2]
  have hk : ∀ k, 0 < x - e k := fun k => by linarith [h.pole_le k]
  rw [← sub_eq_zero, greens_sub_single_pole h hx, sum_eq_zero_iff_of_nonneg
    (fun k _ => mul_nonneg (h.weight_nonneg k)
      (div_nonneg (sq_nonneg _) (mul_nonneg (sq_nonneg _) (hk k).le)))]
  constructor
  · intro hs k ha
    have h1 := (mul_eq_zero.mp (hs k (mem_univ k))).resolve_left ha
    have h2 := (div_eq_zero_iff.mp h1).resolve_right (mul_pos (pow_pos hM 2) (hk k)).ne'
    exact sub_eq_zero.mp (pow_eq_zero_iff two_ne_zero |>.mp h2)
  · intro hs k _
    by_cases ha : a k = 0
    · simp [ha]
    · simp [hs k ha]
```

Q: Now invert for the self-energy.

A: Write $D=x-p-q+M_1=(x-q)+(M_1-p)>0$. All the quantities are positive, so inversion reverses the order:

$$\frac{(x-p)(x-q)}{D}\le\frac1{G(x)}\le x-M_1.$$

Since $(x-p)(x-q)=(x-M_1)D-(q-M_1)(M_1-p)$, subtracting from $x-\varepsilon$ gives

$$M_1-\varepsilon\le\Sigma(x)\le M_1-\varepsilon+\frac{(q-M_1)(M_1-p)}{D}.$$

In the proof, `one_div_le_one_div_of_le` performs the inversion and `gap` is the algebraic identity. The chord in closed form never divides by $q-p$, so $p=q$ is allowed here.

```lean
/-- Above the band, the self-energy is at least the first moment minus the reference level,
and exceeds it by at most `(q - M1) (M1 - p) / (x - p - q + M1)`. -/
theorem selfEnergy_bounds (h : IsLehmann a e p q) (hx : q < x) (ε : ℝ) :
    firstMoment a e - ε ≤ selfEnergy a e ε x ∧
      selfEnergy a e ε x ≤ firstMoment a e - ε +
        (q - firstMoment a e) * (firstMoment a e - p) / (x - p - q + firstMoment a e) := by
  obtain ⟨hMp, hMq⟩ := firstMoment_mem h
  have hM : 0 < x - firstMoment a e := by linarith
  have hw : 0 < x - p - q + firstMoment a e := by linarith
  have hk : ∀ k, 0 ≤ x - e k := fun k => by linarith [h.pole_le k]
  have lower : 1 / (x - firstMoment a e) ≤ greens a e x := by
    rw [← sub_nonneg, greens_sub_single_pole h hx]
    exact sum_nonneg fun k _ => mul_nonneg (h.weight_nonneg k)
      (div_nonneg (sq_nonneg _) (mul_nonneg (sq_nonneg _) (hk k)))
  have upper : greens a e x ≤ (x - p - q + firstMoment a e) / ((x - p) * (x - q)) := by
    rw [← sub_nonneg, edge_sub_greens h hx]
    exact sum_nonneg fun k _ => mul_nonneg (h.weight_nonneg k)
      (div_nonneg (mul_nonneg (sub_nonneg.mpr (h.pole_le k)) (sub_nonneg.mpr (h.le_pole k)))
        (mul_nonneg (mul_nonneg (by linarith) (by linarith)) (hk k)))
  -- inversion reverses the bounds, since the Green's function is positive
  have i1 := one_div_le_one_div_of_le (one_div_pos.mpr hM) lower
  have i2 := one_div_le_one_div_of_le (lt_of_lt_of_le (one_div_pos.mpr hM) lower) upper
  rw [one_div_one_div] at i1
  rw [one_div_div] at i2
  have gap : (x - p) * (x - q) / (x - p - q + firstMoment a e) = x - firstMoment a e -
      (q - firstMoment a e) * (firstMoment a e - p) / (x - p - q + firstMoment a e) := by
    rw [eq_sub_iff_add_eq, ← add_div, div_eq_iff hw.ne']
    ring
  rw [gap] at i2
  unfold selfEnergy
  constructor <;> linarith

end

end LehmannMomentBounds
```

```lean
#print axioms LehmannMomentBounds.greens_bounds
#print axioms LehmannMomentBounds.greens_eq_single_pole_iff
#print axioms LehmannMomentBounds.selfEnergy_bounds
```

```
'LehmannMomentBounds.greens_bounds' depends on axioms: [propext, Classical.choice, Quot.sound]
'LehmannMomentBounds.greens_eq_single_pole_iff' depends on axioms: [propext, Classical.choice, Quot.sound]
'LehmannMomentBounds.selfEnergy_bounds' depends on axioms: [propext, Classical.choice, Quot.sound]
```

Q: What may I use this for?

A: For one diagonal element with finitely many poles, it offers a consistency check on a computed $G$ or scalar $\Sigma$ at real energies above $q$, the upper end of the interval you know to contain the poles. It does not cover energies inside the band, including a gap between removal and addition poles, nor continuous spectra or matrix-valued Green's functions.
